# Reordering the orbitals in one Slater determinant multiplies a one-electron matrix element by the sign of the permutation

`slaterElement_reorder` concerns the matrix element of a one-electron operator between two Slater determinants with finitely many electrons, their orbitals drawn from one orthonormal set. It says that permuting the occupation list `b` of the second determinant by `τ` multiplies the matrix element by the sign of `τ`. The element is defined as a sum of determinants, in each of which one column of the overlap matrix is replaced by one-electron integrals; this is the value for normalised Slater determinants. The integrals `h` are an arbitrary matrix over a commutative ring, and the lists may repeat an orbital. The attempt pairs the terms of the two sums, absorbs the sign into a column permutation with `Matrix.det_permute'`, and compares the matrices entry by entry.

Lean 4 with Mathlib refuses this proof:

```lean
import Mathlib

open Finset Matrix

namespace SlaterElementReorder

variable {n ι R : Type*} [Fintype n] [DecidableEq n] [DecidableEq ι] [CommRing R]

/-- The one-electron matrix element built from orbital overlaps `S` and one-electron
integrals `H`: each column of `S` in turn is replaced by that of `H`, and the determinants
are added. -/
def oneBody (S H : Matrix n n R) : R :=
  ∑ j, (S.updateCol j (fun i => H i j)).det

/-- The matrix element between the Slater determinants with occupation lists `a` and `b`,
drawn from one orthonormal set of orbitals with one-electron integrals `h`. -/
def slaterElement (h : Matrix ι ι R) (a b : n → ι) : R :=
  oneBody ((1 : Matrix ι ι R).submatrix a b) (h.submatrix a b)

/-- Reordering the orbitals of one Slater determinant by a permutation `τ` multiplies the
matrix element by the sign of `τ`. -/
theorem slaterElement_reorder (h : Matrix ι ι R) (a b : n → ι) (τ : Equiv.Perm n) :
    slaterElement h a (b ∘ τ) = ((Equiv.Perm.sign τ : ℤ) : R) * slaterElement h a b := by
  unfold slaterElement oneBody
  rw [Finset.mul_sum, ← Equiv.sum_comp τ]
  refine sum_congr rfl fun j _ => ?_
  rw [← Matrix.det_permute']
  congr 1
  ext i l
  by_cases hl : l = j
  · simp [hl]
  · simp [Matrix.updateCol_apply, hl]

end SlaterElementReorder
```

Lean reports:

```
Main.lean:31:2: error: unsolved goals
case pos
n : Type u_1
ι : Type u_2
R : Type u_3
inst✝³ : Fintype n
inst✝² : DecidableEq n
inst✝¹ : DecidableEq ι
inst✝ : CommRing R
h : Matrix ι ι R
a b : n → ι
τ : Equiv.Perm n
j : n
x✝ : j ∈ univ
i l : n
hl : l = j
⊢ (submatrix 1 a (b ∘ ⇑τ)).updateCol (τ j) (fun i => h (a i) (b (τ (τ j)))) i j =
    (submatrix 1 a b).updateCol j (fun i => h (a i) (b j)) i (τ j)
Main.lean:32:2: error: unsolved goals
case neg
n : Type u_1
ι : Type u_2
R : Type u_3
inst✝³ : Fintype n
inst✝² : DecidableEq n
inst✝¹ : DecidableEq ι
inst✝ : CommRing R
h : Matrix ι ι R
a b : n → ι
τ : Equiv.Perm n
j : n
x✝ : j ∈ univ
i l : n
hl : ¬l = j
⊢ (if l = τ j then h (a i) (b (τ (τ j))) else 1 (a i) ((b ∘ ⇑τ) l)) =
    if τ l = j then h (a i) (b j) else 1 (a i) (b (τ l))
Main.lean:32:34: warning: This simp argument is unused:
  hl

Hint: Omit it from the simp argument list.
  [apply] simp [Matrix.updateCol_apply]

Note: This linter can be disabled with `set_option linter.unusedSimpArgs false`
```

What went wrong. Both errors come from pairing the wrong terms. Column `j` of the reordered determinant is column `τ j` of the original, so the right-hand sum needed reindexing. But `rw [← Equiv.sum_comp τ]` rewrites the first sum it matches, the left one. The goals therefore have column `τ j` replaced on the left and column `j` on the right. In the second goal the conditions are `l = τ j` and `τ l = j`, which are not equivalent for a general `τ`. Neither is `l = j`, hence the warning that `hl` is unused.

`Fintype.sum_equiv τ` pairs term `j` on the left with term `τ j` on the right. The conditions become `l = j` and `τ l = τ j`, equivalent because `τ` is injective, and `simp [hl]` can settle both.

In the second case that leaves the unreplaced entries, written with `(b ∘ ⇑τ) l` on one side and `b (τ l)` on the other. These are equal by definition, so the added `rfl` closes the goal. Dropping `Matrix.updateCol_apply` is tidying, as is the new comment.

As a diff, the version that Lean accepts:

```diff
@@ -23,6 +23,7 @@
     slaterElement h a (b ∘ τ) = ((Equiv.Perm.sign τ : ℤ) : R) * slaterElement h a b := by
   unfold slaterElement oneBody
-  rw [Finset.mul_sum, ← Equiv.sum_comp τ]
-  refine sum_congr rfl fun j _ => ?_
+  rw [Finset.mul_sum]
+  -- column `j` of the reordered determinant is column `τ j` of the original one
+  refine Fintype.sum_equiv τ _ _ fun j => ?_
   rw [← Matrix.det_permute']
   congr 1
@@ -30,5 +31,6 @@
   by_cases hl : l = j
   · simp [hl]
-  · simp [Matrix.updateCol_apply, hl]
+  · simp [hl]
+    rfl
 
 end SlaterElementReorder
```
